# Positive definiteness of the finite-dimensional PAW overlap operator, decided in the projector space

## Orthonormalising bands with an overlap operator

A projector augmented-wave (PAW) calculation may orthonormalise a block of trial bands, the columns of a matrix \(\Psi\), by a Cholesky factorisation of \(\Psi^\dagger S\Psi\). This works for every linearly independent block exactly when the overlap operator \(S\) is positive definite. In a finite orthonormal basis, such as a truncated set of plane waves, that property can be read off a matrix no larger than the number of projectors.

Let the basis have \(n\) functions and let there be \(m\) projectors, stored as the columns \(p_i\) of an \(n\times m\) matrix \(P\). The overlap operator is

\[
S = 1 + PqP^\dagger = 1+\sum_{ij} p_i\,q_{ij}\,p_j^\dagger .
\]

The Hermitian matrix \(q\) holds the augmentation charges: for two projectors on the same atom, \(q_{ij}\) is the overlap of the two all-electron partial waves inside the augmentation sphere minus that of their pseudo counterparts, and for projectors on different atoms it is zero. A diagonal element is negative when the pseudo wave carries more norm in the sphere than the all-electron wave, and then \(S\) may lose positivity.

## The criterion and the single-projector case

Let \(R\) be an \(m\times m\) matrix with \(R^2=P^\dagger P\), a square root of the projectors' Gram matrix. Then

\[
S \text{ is positive definite} \iff \text{every real eigenvalue of } RqR \text{ exceeds } -1 .
\]

The usual choice is the positive semidefinite root, but the equivalence holds for any root. If \(R\) is Hermitian, the right-hand side says that \(1+RqR\) is positive definite.

For one projector \(p\) with real charge \(c\), write \(w=\|p\|^2\). Then \(S\) is positive definite exactly when \(cw>-1\), and it has the form \(T^\dagger T\) for some square matrix \(T\) exactly when \(cw\ge -1\). With \(w=2\) and \(c=-1\), for instance, the normalised vector \(p/\|p\|\) has \(S\)-expectation value \(1+cw=-1\), and no such \(T\) exists.

## From the full space to the projector space

**Swapping a product.** Suppose \(BCx=ax\) with \(x\ne0\) and \(a\neq 0\). Then \(CB(Cx)=C(BCx)=a\,Cx\). Moreover \(Cx\neq0\), since otherwise \(ax=BCx=0\). So \(a\) is also an eigenvalue of \(CB\).

**Two swaps.** Apply this to \(P\cdot(qP^\dagger)\), use \(P^\dagger P=R^2\), and swap again:

\[
P(qP^\dagger)\;\to\;(qP^\dagger)P=(qR)R\;\to\;R(qR).
\]

Both swaps can be reversed, so \(PqP^\dagger\) and \(RqR\) have the same nonzero real eigenvalues.

**Adding the identity.** Let \(A\) be Hermitian. If \(1+A\) is positive definite and \(Ax=ax\) with \(x\neq0\), then

\[
0<x^\dagger(1+A)x=(1+a)\,x^\dagger x ,
\]

so \(a>-1\). Conversely, suppose all eigenvalues of \(A\) exceed \(-1\). Take an orthonormal eigenbasis \(v_i\) of \(1+A\) with eigenvalues \(s_i\). Then \(Av_i=(s_i-1)v_i\), hence \(s_i-1>-1\) and \(s_i>0\) for every \(i\).

**Combining.** The matrix \(PqP^\dagger\) is Hermitian, so \(S\) is positive definite exactly when \(PqP^\dagger\) has no eigenvalue at or below \(-1\). Such an eigenvalue is nonzero, so it occurs for \(PqP^\dagger\) exactly when it occurs for \(RqR\). For Hermitian \(R\), the identity step applied to \(A=RqR\) gives the form with \(1+RqR\).

## Factorising the overlap of one projector

With one projector, \(RqR=cR^2=cw\) is a number, and the criterion becomes \(cw>-1\).

If \(S=1+c\,pp^\dagger=T^\dagger T\), then

\[
0\le\|Tp\|^2=p^\dagger Sp=w+cw^2=w(1+cw).
\]

For \(w>0\) this gives \(cw\ge-1\); for \(w=0\) the inequality is immediate.

Conversely, let \(cw\ge-1\) and try \(T=1+t\,pp^\dagger\) with real \(t\). Since \((pp^\dagger)^2=w\,pp^\dagger\),

\[
T^\dagger T=1+(2t+t^2w)\,pp^\dagger ,
\]

so \(t\) must satisfy \(2t+t^2w=c\). Put \(s=\sqrt{1+cw}\) and \(t=c/(1+s)\). Then \(tw=(s^2-1)/(1+s)=s-1\), and \(2t+t^2w=t(2+tw)=t(1+s)=c\).

At \(cw=-1\) the factorisation exists although \(S\) is only positive semidefinite.

## A charge matrix that is not Hermitian

Take \(n=m=1\), \(P=R=1\) and \(q=i\), the imaginary unit. Then \(RqR=i\) has no real eigenvalue, so the condition on the eigenvalues holds vacuously. But \(S=1+i\) is not Hermitian and therefore not positive definite. The equivalence fails without Hermitian \(q\).

## The test in a program

A program can form the Gram matrix \(P^\dagger P\), diagonalise it, take square roots of its eigenvalues to build the positive semidefinite \(R\), and compare the lowest eigenvalue of \(RqR\) with \(-1\). The cost of the two diagonalisations is set by \(m\), not by \(n\). The Gram matrix includes inner products between projectors on different atoms, so where these inner products are nonzero the test concerns the whole structure and not each atom separately. In a truncated plane-wave basis they can be nonzero even when the augmentation spheres are disjoint.

## The objects in Lean

The finite types `n` and `m` index basis functions and projectors, and `Pᴴ` is \(P^\dagger\). `overlap P q` is \(S\). `PosDef` requires a Hermitian matrix with \(x^\dagger Sx>0\) for all nonzero \(x\). `IsEigenvalue A a` takes a real number `a` and asks for a nonzero complex eigenvector.

In `overlap_posDef_iff` the hypotheses are `hq`, that \(q\) is Hermitian, and `hR`, that \(R^2=P^\dagger P\). `overlap_posDef_iff_small` adds `hRh`, that \(R\) is Hermitian. The root is supplied by the user of the theorem; `gram_root_witness` constructs a positive semidefinite one for a single projector.

A single projector is a matrix with column type `Unit`, its charge is `(c : ℂ) • 1`, and `projectorNormSq P` is \(w\). The matrix `T` in `single_factor_iff` is an arbitrary square matrix, not specifically the PAW transformation built from partial waves.

The setting is a finite orthonormal basis. An infinite-dimensional Hilbert space and a non-orthogonal basis are not treated, and neither is the conditioning of \(S\) when an eigenvalue of \(RqR\) lies close to \(-1\).

```lean
import Mathlib

open Matrix
open scoped ComplexOrder

namespace PAWOverlap

noncomputable section

variable {n m : Type*} [Fintype n] [DecidableEq n] [Fintype m] [DecidableEq m]

/-- The PAW overlap operator `S = 1 + P q P†`, with the projectors as columns of `P` and the
augmentation charges in `q`. -/
def overlap (P : Matrix n m ℂ) (q : Matrix m m ℂ) : Matrix n n ℂ := 1 + P * q * Pᴴ

/-- The real number `a` is an eigenvalue of `A`: some nonzero vector `x` has `A x = a x`. -/
def IsEigenvalue {k : Type*} [Fintype k] (A : Matrix k k ℂ) (a : ℝ) : Prop :=
  ∃ x : k → ℂ, x ≠ 0 ∧ A *ᵥ x = (a : ℂ) • x

/-- The squared norm of a single projector, written as a matrix with one column. -/
def projectorNormSq (P : Matrix n Unit ℂ) : ℝ := ∑ i, ‖P i ()‖ ^ 2

/-- Every nonzero real eigenvalue of `B C` is an eigenvalue of `C B`. -/
theorem eigenvalue_swap {k l : Type*} [Fintype k] [Fintype l] (B : Matrix k l ℂ)
    (C : Matrix l k ℂ) {a : ℝ} (ha : a ≠ 0) (h : IsEigenvalue (B * C) a) :
    IsEigenvalue (C * B) a := by
  obtain ⟨x, hx, h⟩ := h
  rw [← Matrix.mulVec_mulVec] at h
  -- the new eigenvector is `C x`
  refine ⟨C *ᵥ x, fun h0 => hx ?_, ?_⟩
  · rw [h0, Matrix.mulVec_zero] at h
    exact (smul_eq_zero.mp h.symm).resolve_left (by exact_mod_cast ha)
  · rw [← Matrix.mulVec_mulVec, h, Matrix.mulVec_smul]

omit [DecidableEq n] [DecidableEq m] in
/-- If `R² = P†P`, the augmentation term `P q P†` and the small matrix `R q R` have the same
nonzero real eigenvalues. -/
theorem augmentation_eigenvalue_iff (P : Matrix n m ℂ) (q R : Matrix m m ℂ)
    (hR : R * R = Pᴴ * P) {a : ℝ} (ha : a ≠ 0) :
    IsEigenvalue (P * q * Pᴴ) a ↔ IsEigenvalue (R * q * R) a := by
  constructor
  · intro h
    rw [Matrix.mul_assoc] at h
    have h1 := eigenvalue_swap _ _ ha h
    rw [Matrix.mul_assoc, ← hR, ← Matrix.mul_assoc] at h1
    have h2 := eigenvalue_swap _ _ ha h1
    rwa [← Matrix.mul_assoc] at h2
  · intro h
    rw [Matrix.mul_assoc] at h
    have h1 := eigenvalue_swap _ _ ha h
    rw [Matrix.mul_assoc, hR, ← Matrix.mul_assoc] at h1
    have h2 := eigenvalue_swap _ _ ha h1
    rwa [← Matrix.mul_assoc] at h2

/-- For Hermitian `A`, the matrix `1 + A` is positive definite exactly when all eigenvalues of
`A` exceed `-1`. -/
theorem posDef_one_add_iff {A : Matrix n n ℂ} (hA : A.IsHermitian) :
    (1 + A).PosDef ↔ ∀ a : ℝ, IsEigenvalue A a → -1 < a := by
  constructor
  · rintro h a ⟨x, hx, hxa⟩
    have hp := h.dotProduct_mulVec_pos hx
    rw [Matrix.add_mulVec, Matrix.one_mulVec, hxa, dotProduct_add, dotProduct_smul,
      smul_eq_mul] at hp
    have h1 := (Complex.lt_def.mp hp).1
    have h2 := (Complex.le_def.mp (dotProduct_star_self_nonneg x)).1
    simp only [Complex.zero_re, Complex.add_re, Complex.re_ofReal_mul] at h1 h2
    by_contra hc
    have h3 : 0 ≤ -1 - a := by linarith [not_lt.mp hc]
    nlinarith [mul_nonneg h2 h3]
  · intro h
    have hS : (1 + A).IsHermitian := Matrix.isHermitian_one.add hA
    rw [hS.posDef_iff_eigenvalues_pos]
    intro i
    have hv := hS.mulVec_eigenvectorBasis i
    rw [Matrix.add_mulVec, Matrix.one_mulVec] at hv
    -- an eigenvector of `1 + A` is one of `A`, with the eigenvalue lowered by one
    have key : IsEigenvalue A (hS.eigenvalues i - 1) := by
      refine ⟨(hS.eigenvectorBasis i).ofLp, fun h0 => ?_, ?_⟩
      · exact hS.eigenvectorBasis.orthonormal.ne_zero i (by ext j; exact congrFun h0 j)
      · ext j
        have hj := congrFun hv j
        simp only [Pi.add_apply, Pi.smul_apply, Complex.real_smul, smul_eq_mul] at hj ⊢
        push_cast
        linear_combination hj
    linarith [h _ key]

omit [Fintype n] [DecidableEq n] [DecidableEq m] in
/-- A Hermitian matrix stays Hermitian when sandwiched as `B q B†`. -/
theorem sandwich_isHermitian (B : Matrix n m ℂ) {q : Matrix m m ℂ} (hq : q.IsHermitian) :
    (B * q * Bᴴ).IsHermitian := by
  change (B * q * Bᴴ)ᴴ = _
  rw [Matrix.conjTranspose_mul, Matrix.conjTranspose_mul, Matrix.conjTranspose_conjTranspose,
    hq.eq, Matrix.mul_assoc]

omit [DecidableEq m] in
/-- For Hermitian `q` and any square root `R` of the projector Gram matrix `P†P`, the PAW overlap
operator is positive definite exactly when all real eigenvalues of `R q R` exceed `-1`. -/
theorem overlap_posDef_iff (P : Matrix n m ℂ) (q R : Matrix m m ℂ) (hq : q.IsHermitian)
    (hR : R * R = Pᴴ * P) :
    (overlap P q).PosDef ↔ ∀ a : ℝ, IsEigenvalue (R * q * R) a → -1 < a := by
  unfold overlap
  rw [posDef_one_add_iff (sandwich_isHermitian P hq)]
  -- only eigenvalues at or below `-1` matter, and these are nonzero
  constructor <;> intro h a ha <;> by_contra hc
  · have h0 : a ≠ 0 := by rintro rfl; norm_num at hc
    exact hc (h a ((augmentation_eigenvalue_iff P q R hR h0).2 ha))
  · have h0 : a ≠ 0 := by rintro rfl; norm_num at hc
    exact hc (h a ((augmentation_eigenvalue_iff P q R hR h0).1 ha))

/-- For a Hermitian root `R` of `P†P`, the overlap operator on the full space is positive definite
exactly when `1 + R q R` on the projector space is. -/
theorem overlap_posDef_iff_small (P : Matrix n m ℂ) (q R : Matrix m m ℂ) (hq : q.IsHermitian)
    (hRh : R.IsHermitian) (hR : R * R = Pᴴ * P) :
    (overlap P q).PosDef ↔ (1 + R * q * R).PosDef := by
  have h := sandwich_isHermitian R hq
  rw [hRh.eq] at h
  rw [overlap_posDef_iff P q R hq hR, posDef_one_add_iff h]

omit [DecidableEq n] in
/-- The Gram matrix of a single projector is its squared norm times the identity. -/
theorem gram_single (P : Matrix n Unit ℂ) :
    Pᴴ * P = (projectorNormSq P : ℂ) • (1 : Matrix Unit Unit ℂ) := by
  ext i j
  simp [projectorNormSq, Matrix.mul_apply, Complex.conj_mul']

omit [DecidableEq n] in
/-- For a single projector, its norm times the identity is a positive semidefinite square root of
the Gram matrix `P†P`. -/
theorem gram_root_witness (P : Matrix n Unit ℂ) :
    ((√(projectorNormSq P) : ℂ) • (1 : Matrix Unit Unit ℂ)).PosSemidef ∧
      ((√(projectorNormSq P) : ℂ) • (1 : Matrix Unit Unit ℂ)) *
        ((√(projectorNormSq P) : ℂ) • (1 : Matrix Unit Unit ℂ)) = Pᴴ * P := by
  have hw : 0 ≤ projectorNormSq P := Finset.sum_nonneg fun i _ => sq_nonneg _
  refine ⟨Matrix.PosSemidef.one.smul (Complex.zero_le_real.mpr (Real.sqrt_nonneg _)), ?_⟩
  rw [gram_single, smul_mul_smul_comm, mul_one, ← Complex.ofReal_mul, Real.mul_self_sqrt hw]

/-- With one projector `p` and real charge `c`, the overlap operator is positive definite exactly
when `c ‖p‖² > -1`. -/
theorem single_posDef_iff (P : Matrix n Unit ℂ) (c : ℝ) :
    (overlap P ((c : ℂ) • 1)).PosDef ↔ -1 < c * projectorNormSq P := by
  obtain ⟨R, hR⟩ : ∃ R : Matrix Unit Unit ℂ, R * R = Pᴴ * P := ⟨_, (gram_root_witness P).2⟩
  have hq : ((c : ℂ) • (1 : Matrix Unit Unit ℂ)).IsHermitian := by
    change ((c : ℂ) • (1 : Matrix Unit Unit ℂ))ᴴ = _
    simp [Matrix.conjTranspose_smul]
  have hM : R * ((c : ℂ) • 1) * R = ((c * projectorNormSq P : ℝ) : ℂ) • 1 := by
    rw [Matrix.mul_smul, Matrix.mul_one, Matrix.smul_mul, hR, gram_single, smul_smul,
      ← Complex.ofReal_mul]
  rw [overlap_posDef_iff P _ R hq hR, hM]
  constructor
  · intro h
    refine h _ ⟨fun _ => 1, fun h0 => one_ne_zero (congrFun h0 ()), ?_⟩
    rw [Matrix.smul_mulVec, Matrix.one_mulVec]
  · rintro h a ⟨x, hx, hxa⟩
    rw [Matrix.smul_mulVec, Matrix.one_mulVec] at hxa
    have e : c * projectorNormSq P = a := by
      exact Complex.ofReal_injective (smul_left_injective ℂ hx hxa)
    exact e ▸ h

/-- With one projector `p` and real charge `c`, the overlap operator has the form `T†T` exactly
when `c ‖p‖² ≥ -1`. -/
theorem single_factor_iff (P : Matrix n Unit ℂ) (c : ℝ) :
    (∃ T : Matrix n n ℂ, overlap P ((c : ℂ) • 1) = Tᴴ * T) ↔ -1 ≤ c * projectorNormSq P := by
  have hS : overlap P ((c : ℂ) • 1) = 1 + (c : ℂ) • (P * Pᴴ) := by
    unfold overlap
    rw [Matrix.mul_smul, Matrix.mul_one, Matrix.smul_mul]
  have nonneg : ∀ Q : Matrix n Unit ℂ, 0 ≤ projectorNormSq Q :=
    fun Q => Finset.sum_nonneg fun i _ => sq_nonneg _
  constructor
  · rintro ⟨T, hT⟩
    -- sandwich `S = T†T` between `p†` and `p`
    have h1 : (T * P)ᴴ * (T * P) = Pᴴ * P + (c : ℂ) • ((Pᴴ * P) * (Pᴴ * P)) := by
      calc (T * P)ᴴ * (T * P) = Pᴴ * (Tᴴ * T) * P := by
            rw [Matrix.conjTranspose_mul]; simp only [Matrix.mul_assoc]
        _ = _ := by
            rw [← hT, hS]
            simp only [Matrix.mul_add, Matrix.add_mul, Matrix.mul_one, Matrix.mul_smul,
              Matrix.smul_mul, Matrix.mul_assoc]
    rw [gram_single (T * P), gram_single P] at h1
    have h2 := congrFun (congrFun h1 ()) ()
    simp only [Matrix.mul_smul, Matrix.add_apply,
      Matrix.smul_apply, Matrix.one_apply_eq, smul_eq_mul, mul_one] at h2
    have h3 : projectorNormSq (T * P) =
        projectorNormSq P + c * (projectorNormSq P * projectorNormSq P) := by
      exact_mod_cast h2
    have h4 := nonneg (T * P)
    by_contra hc
    rcases (nonneg P).eq_or_lt with h0 | h0
    · rw [← h0] at hc
      norm_num at hc
    · have h5 : 0 < -1 - c * projectorNormSq P := by linarith [not_le.mp hc]
      nlinarith [mul_pos h0 h5]
  · intro h
    -- solve for the coefficient in `T = 1 + t p p†`
    obtain ⟨t, ht⟩ : ∃ t : ℝ, 2 * t + t ^ 2 * projectorNormSq P = c := by
      have hs := Real.sq_sqrt (show 0 ≤ 1 + c * projectorNormSq P by linarith)
      have hne : 1 + √(1 + c * projectorNormSq P) ≠ 0 := by positivity
      generalize √(1 + c * projectorNormSq P) = s at hs hne
      have h1 : c / (1 + s) * (1 + s) = c := div_mul_cancel₀ c hne
      generalize c / (1 + s) = t at h1
      have h2 : t * projectorNormSq P = s - 1 := by
        apply mul_right_cancel₀ hne
        linear_combination projectorNormSq P * h1 - hs
      exact ⟨t, by linear_combination t * h2 + h1⟩
    have htc : (c : ℂ) = 2 * t + t ^ 2 * projectorNormSq P := by exact_mod_cast ht.symm
    have hG : (P * Pᴴ) * (P * Pᴴ) = (projectorNormSq P : ℂ) • (P * Pᴴ) := by
      calc (P * Pᴴ) * (P * Pᴴ) = P * (Pᴴ * P) * Pᴴ := by simp only [Matrix.mul_assoc]
        _ = _ := by rw [gram_single, Matrix.mul_smul, Matrix.mul_one, Matrix.smul_mul]
    have hT : (1 + (t : ℂ) • (P * Pᴴ))ᴴ = 1 + (t : ℂ) • (P * Pᴴ) := by
      simp [Matrix.conjTranspose_add, Matrix.conjTranspose_smul, Matrix.conjTranspose_mul]
    refine ⟨1 + (t : ℂ) • (P * Pᴴ), ?_⟩
    rw [hT, hS, htc]
    generalize P * Pᴴ = G at hG
    simp only [add_mul, mul_add, one_mul, mul_one, smul_mul_assoc, mul_smul_comm, hG]
    module

end

end PAWOverlap
```

```lean
#print axioms PAWOverlap.overlap_posDef_iff_small
#print axioms PAWOverlap.single_posDef_iff
#print axioms PAWOverlap.single_factor_iff
```

```
'PAWOverlap.overlap_posDef_iff_small' depends on axioms: [propext, Classical.choice, Quot.sound]
'PAWOverlap.single_posDef_iff' depends on axioms: [propext, Classical.choice, Quot.sound]
'PAWOverlap.single_factor_iff' depends on axioms: [propext, Classical.choice, Quot.sound]
```

## How the proof follows the derivation

`eigenvalue_swap` supplies `C *ᵥ x` as the new eigenvector and shows that it is nonzero as above. `augmentation_eigenvalue_iff` uses it twice in each direction, with `hR` rewriting the Gram matrix between the two swaps.

In `posDef_one_add_iff`, the forward direction evaluates the quadratic form on an eigenvector and takes real parts; `nlinarith` then excludes \(a\le-1\). The backward direction uses Mathlib's eigenvector basis for `1 + A`, and `key` records that each eigenvalue, lowered by one, belongs to `A`.

`sandwich_isHermitian` shows that \(BqB^\dagger\) is Hermitian. `overlap_posDef_iff` needs this for \(PqP^\dagger\). It then argues by contradiction: an eigenvalue that violates the bound is nonzero and can be carried to the other matrix. `overlap_posDef_iff_small` applies `posDef_one_add_iff` a second time, now to \(RqR\).

For one projector, `gram_single` identifies \(P^\dagger P\) with \(w\) times the \(1\times1\) identity. `single_posDef_iff` takes a root from `gram_root_witness`, reduces \(RqR\) to \(cw\) in `hM`, and checks that this number is the only eigenvalue.

In `single_factor_iff`, `h1` is the sandwich of \(S=T^\dagger T\) between \(p^\dagger\) and \(p\), and `h3` is its scalar form \(\|Tp\|^2=w+cw^2\). The case split on \(w\) follows. For the converse, `ht` is the equation \(2t+t^2w=c\), solved with the square root as above. `hG` is \((pp^\dagger)^2=w\,pp^\dagger\), `hT` says that \(T\) is Hermitian, and `module` compares the coefficients of \(pp^\dagger\) after the product is expanded.
